# Kramers–Kronig recovers the real part of a damped two-photon factor, but not of a self-action factor

In an optical-response calculation one may compute only the imaginary part of a response on a frequency grid and obtain the real part from a Kramers–Kronig integral. In nonlinear optics, whether this step is legitimate depends on which resonance factor is being transformed. Take real a, b, w and g > 0, and let

G(x) = 1/((a − x − ig)(b − 2x − ig)),
S(x) = 1/((a − x − ig)(a − x + ig)).

G has a one-photon resonance at x = a and a two-photon resonance at 2x = b. S is a resonance multiplied by its own conjugate, as occurs in some terms of the third-order response when a field acts on itself. The constant g is a postulated damping that stands for the finite lifetimes of the excited states, taken equal here. With PV denoting the principal value at x = w, the claims are

PV∫ G(x)/(x − w) dx = iπ G(w),
PV∫ Im G(x)/(x − w) dx = π Re G(w),

whereas the second integral, with S in place of G, gives 0 although Re S(w) > 0.

## Each pole contributes according to its side of the axis

Consider 1/(x − p) with Im p ≠ 0, and put z = w − p. Substituting x = w + t on the right and x = w − t on the left turns the two outer integrals into

∫_ε^∞ dt/(t(t + z)) and ∫_ε^∞ dt/(t(t − z)).

Let log be the principal branch of the complex logarithm. The first integrand has the antiderivative (ln t − log(t + z))/z = −log(1 + z/t)/z, which vanishes at infinity. The first integral is therefore (log(ε + z) − ln ε)/z, and the second follows by z → −z. In the sum ln ε cancels, and as ε → 0

PV∫ dx/((x − p)(x − w)) = (log z − log(−z))/z.

This is +iπ/(w − p) for a pole below the axis and −iπ/(w − p) for one above.

The poles of G are p = a − ig and q = (b − ig)/2. Both lie below the axis, and they differ because Im(p − q) = −g/2. Hence

G(x) = [1/(x − p) − 1/(x − q)]/(2(p − q)),

and both terms acquire the same factor iπ, which proves the first claim. Since x − w is real, taking imaginary parts gives the second.

For S the poles are p = a − ig and p* = a + ig, on opposite sides, so the contributions add:

PV∫ S(x)/(x − w) dx = iπ[1/(w − p) + 1/(w − p*)]/(−2ig) = (π(a − w)/g) S(w).

Moreover S(x) = 1/((a − x)² + g²) is real and positive, so Im S = 0 and its transform is zero.

**A numerical instance.** At double resonance, w = a and b = 2a, measuring x from a amounts to setting a = b = w = 0. Take this case with g = 1. Then G(0) = −1 and

Im G(x)/x = −3/((x² + 1)(4x² + 1)) = 1/(x² + 1) − 4/(4x² + 1).

The integral is π − 2π = −π = π Re G(0). For S the reconstruction gives 0, but π S(0) = π.

**The sign of g.** With g = −1 instead, G becomes its complex conjugate. The integral changes to +π while π Re G(0) remains −π, so g ≠ 0 is not sufficient for the relation.

## Principal values and response factors in Lean

```lean
import Mathlib

open Filter Topology MeasureTheory MeasureTheory.Measure Set
open Complex (I)
open scoped Real

namespace NonlinearKramersKronig

noncomputable section
```

`HasPV f w L` requires integrability on both sides of every symmetric window around `w`, and convergence of the summed integrals to `L` as the window closes.

```lean
/-- The principal-value integral of `f x / (x - w)` over the real line exists and equals `L`:
a symmetric window around `w` is cut out and then closed. -/
def HasPV (f : ℝ → ℂ) (w : ℝ) (L : ℂ) : Prop :=
  (∀ ε : ℝ, 0 < ε → IntegrableOn (fun x : ℝ => f x / ((x : ℂ) - w)) (Iio (w - ε)) ∧
    IntegrableOn (fun x : ℝ => f x / ((x : ℂ) - w)) (Ioi (w + ε))) ∧
  Tendsto (fun ε : ℝ => (∫ x in Iio (w - ε), f x / ((x : ℂ) - w)) +
    ∫ x in Ioi (w + ε), f x / ((x : ℂ) - w)) (𝓝[>] 0) (𝓝 L)
```

The two factors are functions of a real frequency `x`, in the same units as `a`, `b` and `g`. The sign in `- I * g` fixes the convention that, for g > 0, puts the poles of G in the lower half-plane.

```lean
/-- Two-photon response factor with resonances at `x = a` and `2 x = b` and broadening `g ≠ 0`. -/
def twoPhoton (a b g x : ℝ) : ℂ := 1 / (((a : ℂ) - x - I * g) * ((b : ℂ) - 2 * x - I * g))

/-- Self-action factor: a resonance at `a` times its complex conjugate, with broadening `g ≠ 0`. -/
def selfAction (a g x : ℝ) : ℂ := 1 / (((a : ℂ) - x - I * g) * ((a : ℂ) - x + I * g))
```

They are single factors with one common damping, not a full susceptibility with its sums over states and transition moments.

## Linear combinations and imaginary parts

The first lemma lets partial fractions be transformed term by term.

```lean
/-- Principal values respect differences and constant complex factors. -/
theorem HasPV.lincomb {f h : ℝ → ℂ} {w : ℝ} {L M : ℂ} (hf : HasPV f w L) (hh : HasPV h w M)
    (c : ℂ) : HasPV (fun x => c * (f x - h x)) w (c * (L - M)) := by
  have key : ∀ x : ℝ, c * (f x - h x) / ((x : ℂ) - w) =
      c * (f x / ((x : ℂ) - w) - h x / ((x : ℂ) - w)) := fun x => by ring
  unfold HasPV
  simp only [key]
  refine ⟨fun ε hε => ⟨Integrable.const_mul (Integrable.sub (hf.1 ε hε).1 (hh.1 ε hε).1) c,
    Integrable.const_mul (Integrable.sub (hf.1 ε hε).2 (hh.1 ε hε).2) c⟩, ?_⟩
  refine Tendsto.congr' ?_ ((hf.2.sub hh.2).const_mul c)
  filter_upwards [self_mem_nhdsWithin] with ε hε
  rw [integral_const_mul, integral_const_mul, integral_sub (hf.1 ε hε).1 (hh.1 ε hε).1,
    integral_sub (hf.1 ε hε).2 (hh.1 ε hε).2]
  ring
```

The second treats the imaginary part as a continuous real-linear map `T`, which commutes with both the integral and the limit.

```lean
/-- The principal value of the imaginary part is the imaginary part of the principal value. -/
theorem HasPV.im {f : ℝ → ℂ} {w : ℝ} {L : ℂ} (hf : HasPV f w L) :
    HasPV (fun x => ((f x).im : ℂ)) w (L.im : ℂ) := by
  obtain ⟨T, hT⟩ : ∃ T : ℂ →L[ℝ] ℂ, ∀ z, T z = (z.im : ℂ) :=
    ⟨Complex.ofRealCLM.comp Complex.imCLM, fun _ => rfl⟩
  have key : ∀ x : ℝ, ((f x).im : ℂ) / ((x : ℂ) - w) = T (f x / ((x : ℂ) - w)) := fun x => by
    rw [hT, ← Complex.ofReal_sub, Complex.div_ofReal_im, Complex.ofReal_div]
  unfold HasPV
  simp only [key]
  rw [← hT L]
  refine ⟨fun ε hε => ⟨T.integrable_comp (hf.1 ε hε).1, T.integrable_comp (hf.1 ε hε).2⟩, ?_⟩
  refine Tendsto.congr' ?_ ((T.continuous.tendsto L).comp hf.2)
  filter_upwards [self_mem_nhdsWithin] with ε hε
  show T (_ + _) = _
  rw [map_add, T.integral_comp_comm (hf.1 ε hε).1, T.integral_comp_comm (hf.1 ε hε).2]
```

## The logarithm of a single pole

`halfLine` evaluates the integral over t > ε. Integrability follows from |t + z| |z| ≥ t |Im z|, which bounds the integrand by a multiple of 1/t². The derivative `hd` and the limit `hl` then supply the antiderivative argument.

```lean
/-- For `z` off the real axis, `1 / (t (t + z))` is integrable over `t > ε > 0`, and its integral is
`(log (ε + z) - log ε) / z`. -/
theorem halfLine {z : ℂ} (hz : z.im ≠ 0) {ε : ℝ} (hε : 0 < ε) :
    IntegrableOn (fun t : ℝ => ((t : ℂ) * (t + z))⁻¹) (Ioi ε) ∧
    ∫ t in Ioi ε, ((t : ℂ) * (t + z))⁻¹ = (Complex.log (ε + z) - (Real.log ε : ℂ)) / z := by
  have hne : ∀ t : ℝ, (t : ℂ) + z ≠ 0 := fun t h => hz (by simpa using congrArg Complex.im h)
  have hz0 : z ≠ 0 := fun h => hz (by simp [h])
  -- the integrand is dominated by a multiple of `1 / t ^ 2`
  have hint : IntegrableOn (fun t : ℝ => ((t : ℂ) * (t + z))⁻¹) (Ioi ε) := by
    have hb := (integrableOn_Ioi_rpow_of_lt (by norm_num : (-2 : ℝ) < -1) hε).const_mul
      (‖z‖ / |z.im|)
    refine Integrable.mono' hb ((Complex.measurable_ofReal.mul
      (Complex.measurable_ofReal.add_const z)).inv).aestronglyMeasurable ?_
    refine (ae_restrict_iff' measurableSet_Ioi).2 (Eventually.of_forall fun t ht => ?_)
    show ‖((t : ℂ) * (t + z))⁻¹‖ ≤ ‖z‖ / |z.im| * t ^ (-2 : ℝ)
    have ht0 : 0 < t := hε.trans ht
    have him : 0 < |z.im| := abs_pos.2 hz
    have hn : 0 < ‖(t : ℂ) + z‖ := norm_pos_iff.2 (hne t)
    have h1 := Complex.abs_im_le_norm (((t : ℂ) + z) * starRingEnd ℂ z)
    have h2 : (((t : ℂ) + z) * starRingEnd ℂ z).im = -(t * z.im) := by
      simp [Complex.mul_im]
      ring
    rw [h2, abs_neg, abs_mul, abs_of_pos ht0, norm_mul, RCLike.norm_conj] at h1
    rw [norm_inv, norm_mul, Complex.norm_real, Real.norm_of_nonneg ht0.le,
      Real.rpow_neg ht0.le, Real.rpow_two, ← div_eq_mul_inv, div_div, inv_eq_one_div,
      div_le_div_iff₀ (by positivity) (by positivity)]
    nlinarith [mul_le_mul_of_nonneg_left h1 ht0.le]
  refine ⟨hint, ?_⟩
  have hd : ∀ t ∈ Ici ε, HasDerivAt
      (fun t : ℝ => ((Real.log t : ℂ) - Complex.log (t + z)) / z) ((t : ℂ) * (t + z))⁻¹ t := by
    intro t ht
    have ht0 : 0 < t := lt_of_lt_of_le hε ht
    have htc : (t : ℂ) ≠ 0 := Complex.ofReal_ne_zero.2 ht0.ne'
    have h1 : HasDerivAt (fun t : ℝ => (t : ℂ) + z) 1 t := by
      simpa using ((hasDerivAt_id t).ofReal_comp).add_const z
    have h2 := h1.clog_real (Complex.mem_slitPlane_iff.2 (Or.inr (by simpa using hz)))
    refine (((Real.hasDerivAt_log ht0.ne').ofReal_comp.fun_sub h2).div_const z).congr_deriv ?_
    have h3 := hne t
    rw [Complex.ofReal_inv, inv_eq_one_div (t : ℂ), div_sub_div _ _ htc h3, div_div,
      inv_eq_one_div, div_eq_div_iff (mul_ne_zero (mul_ne_zero htc h3) hz0) (mul_ne_zero htc h3)]
    ring
  -- the antiderivative vanishes at infinity
  have hl : Tendsto (fun t : ℝ => ((Real.log t : ℂ) - Complex.log (t + z)) / z)
      atTop (𝓝 0) := by
    have h1 : Tendsto (fun t : ℝ => ((t⁻¹ : ℝ) : ℂ)) atTop (𝓝 ((0 : ℝ) : ℂ)) :=
      (Complex.continuous_ofReal.tendsto 0).comp tendsto_inv_atTop_zero
    have h2 := (h1.const_mul z).const_add 1
    rw [Complex.ofReal_zero, mul_zero, add_zero] at h2
    have h3 := ((h2.clog Complex.one_mem_slitPlane).neg).div_const z
    rw [Complex.log_one, neg_zero, zero_div] at h3
    refine Tendsto.congr' ?_ h3
    filter_upwards [eventually_gt_atTop 0] with t ht
    have htc : (t : ℂ) ≠ 0 := Complex.ofReal_ne_zero.2 ht.ne'
    have e : (t : ℂ) + z = t * (1 + z * ((t⁻¹ : ℝ) : ℂ)) := by
      rw [Complex.ofReal_inv, mul_add, mul_one, mul_left_comm, mul_inv_cancel₀ htc, mul_one]
    have h4 : 1 + z * ((t⁻¹ : ℝ) : ℂ) ≠ 0 := fun h => hne t (by rw [e, h, mul_zero])
    rw [e, Complex.log_ofReal_mul ht h4]
    ring
  rw [integral_Ioi_of_hasDerivAt_of_tendsto' hd hint hl]
  ring
```

`transport` performs the substitutions x = w ± t.

```lean
/-- Change of variable: let `e` be a measure-preserving measurable embedding of the real line for
which the preimage of `s` is `t > ε`. If `F (e t) = H t` for all `t` and `H` is integrable over
`t > ε`, then `F` is integrable over `s` and the two integrals are equal. -/
theorem transport {e : ℝ → ℝ} (he : MeasurePreserving e volume volume)
    (hm : MeasurableEmbedding e) {s : Set ℝ} {ε : ℝ} (hs : e ⁻¹' s = Ioi ε) {F H : ℝ → ℂ}
    (hF : ∀ t, F (e t) = H t) (hH : IntegrableOn H (Ioi ε)) :
    IntegrableOn F s ∧ ∫ x in s, F x = ∫ t in Ioi ε, H t := by
  have hc : F ∘ e = H := funext hF
  constructor
  · rw [← he.integrableOn_comp_preimage hm, hc, hs]
    exact hH
  · rw [← he.setIntegral_preimage_emb hm F s, hs]
    simp only [hF]
```

`pole_log` combines the half-lines, cancels ln ε and takes the limit. The logarithm is continuous there because z is not real.

```lean
/-- Principal value for a single pole `p` off the real axis, in terms of logarithms. -/
theorem pole_log {p : ℂ} (hp : p.im ≠ 0) (w : ℝ) : HasPV (fun x => ((x : ℂ) - p)⁻¹) w
    ((Complex.log (w - p) - Complex.log (-(w - p))) / (w - p)) := by
  obtain ⟨z, hzd⟩ : ∃ z : ℂ, z = w - p := ⟨_, rfl⟩
  have hz : z.im ≠ 0 := by simpa [hzd] using hp
  have hz' : (-z).im ≠ 0 := by simpa using hz
  -- right half-line `x = w + t`, left half-line `x = w - t`
  have hR := fun (ε : ℝ) (hε : 0 < ε) => transport (measurePreserving_add_left volume w)
    ((by fun_prop : Continuous fun t : ℝ => w + t).measurableEmbedding
      (fun x y h => by have h' : w + x = w + y := h; linarith))
    (s := Ioi (w + ε)) (F := fun x : ℝ => ((x : ℂ) - p)⁻¹ / ((x : ℂ) - w))
    (by ext t; simp) (fun t => by
      rw [div_eq_mul_inv, ← mul_inv, hzd]; congr 1; push_cast; ring) (halfLine hz hε).1
  have hL := fun (ε : ℝ) (hε : 0 < ε) => transport (measurePreserving_sub_left volume w)
    ((by fun_prop : Continuous fun t : ℝ => w - t).measurableEmbedding
      (fun x y h => by have h' : w - x = w - y := h; linarith))
    (s := Iio (w - ε)) (F := fun x : ℝ => ((x : ℂ) - p)⁻¹ / ((x : ℂ) - w))
    (by ext t; simp) (fun t => by
      rw [div_eq_mul_inv, ← mul_inv, hzd]; congr 1; push_cast; ring) (halfLine hz' hε).1
  have hlog : ∀ u : ℂ, u.im ≠ 0 →
      Tendsto (fun ε : ℝ => Complex.log (ε + u)) (𝓝[>] 0) (𝓝 (Complex.log u)) := by
    intro u hu
    have hc : Continuous fun ε : ℝ => (ε : ℂ) + u := Complex.continuous_ofReal.add_const u
    have h0 : Tendsto (fun ε : ℝ => (ε : ℂ) + u) (𝓝 0) (𝓝 (((0 : ℝ) : ℂ) + u)) := hc.tendsto 0
    rw [Complex.ofReal_zero, zero_add] at h0
    exact (h0.mono_left nhdsWithin_le_nhds).clog (Complex.mem_slitPlane_iff.2 (Or.inr hu))
  rw [← hzd]
  refine ⟨fun ε hε => ⟨(hL ε hε).1, (hR ε hε).1⟩, ?_⟩
  refine Tendsto.congr' ?_ (((hlog z hz).sub (hlog (-z) hz')).div_const z)
  filter_upwards [self_mem_nhdsWithin] with ε hε
  rw [(hL ε hε).2, (hR ε hε).2, (halfLine hz hε).2, (halfLine hz' hε).2, div_neg]
  ring
```

The next two lemmas evaluate the difference of logarithms from the arguments of z and −z.

```lean
/-- For `p` in the lower half-plane, the principal value of `1 / ((x - p) (x - w))` is
`iπ / (w - p)`. -/
theorem pole_lower {p : ℂ} (hp : p.im < 0) (w : ℝ) :
    HasPV (fun x => ((x : ℂ) - p)⁻¹) w (I * π * ((w : ℂ) - p)⁻¹) := by
  have h := pole_log hp.ne w
  have hz : 0 < ((w : ℂ) - p).im := by simpa using hp
  have e : Complex.log (w - p) - Complex.log (-(w - p)) = I * π := by
    rw [Complex.log, Complex.log, norm_neg, Complex.arg_neg_eq_arg_sub_pi_of_im_pos hz]
    push_cast
    ring
  rwa [e, div_eq_mul_inv] at h

/-- For `p` in the upper half-plane, the principal value of `1 / ((x - p) (x - w))` is
`-iπ / (w - p)`. -/
theorem pole_upper {p : ℂ} (hp : 0 < p.im) (w : ℝ) :
    HasPV (fun x => ((x : ℂ) - p)⁻¹) w (-(I * π) * ((w : ℂ) - p)⁻¹) := by
  have h := pole_log hp.ne' w
  have hz : ((w : ℂ) - p).im < 0 := by simpa using hp
  have e : Complex.log (w - p) - Complex.log (-(w - p)) = -(I * π) := by
    rw [Complex.log, Complex.log, norm_neg, Complex.arg_neg_eq_arg_add_pi_of_im_neg hz]
    push_cast
    ring
  rwa [e, div_eq_mul_inv] at h
```

## Two poles below the axis

Here `hpq` shows that the poles are distinct, `hG` is the partial-fraction formula, and `lincomb` joins two uses of `pole_lower`.

```lean
/-- For `g > 0` the two-photon factor `G` obeys the complex dispersion relation: the principal
value of `G x / (x - w)` is `iπ G w`. -/
theorem twoPhoton_dispersion (a b : ℝ) {g : ℝ} (hg : 0 < g) (w : ℝ) :
    HasPV (twoPhoton a b g) w (I * π * twoPhoton a b g w) := by
  obtain ⟨p, hp⟩ : ∃ p : ℂ, p = (a : ℂ) - I * g := ⟨_, rfl⟩
  obtain ⟨q, hq⟩ : ∃ q : ℂ, q = ((b / 2 : ℝ) : ℂ) - I * ((g / 2 : ℝ) : ℂ) := ⟨_, rfl⟩
  have hpi : p.im = -g := by
    simp only [hp, Complex.sub_im, Complex.mul_im, Complex.ofReal_im, Complex.ofReal_re,
      Complex.I_re, Complex.I_im]
    ring
  have hqi : q.im = -(g / 2) := by
    simp only [hq, Complex.sub_im, Complex.mul_im, Complex.ofReal_im, Complex.ofReal_re,
      Complex.I_re, Complex.I_im]
    ring
  -- the two poles have different widths, so they never merge
  have hpq : p - q ≠ 0 := fun h => by
    have h' := congrArg Complex.im h
    rw [Complex.sub_im, hpi, hqi, Complex.zero_im] at h'
    linarith
  have hG : ∀ x : ℝ, twoPhoton a b g x =
      (2 * (p - q))⁻¹ * (((x : ℂ) - p)⁻¹ - ((x : ℂ) - q)⁻¹) := by
    intro x
    have h1 : (x : ℂ) - p ≠ 0 := fun h => by
      have h' := congrArg Complex.im h
      rw [Complex.sub_im, hpi, Complex.ofReal_im, Complex.zero_im] at h'
      linarith
    have h2 : (x : ℂ) - q ≠ 0 := fun h => by
      have h' := congrArg Complex.im h
      rw [Complex.sub_im, hqi, Complex.ofReal_im, Complex.zero_im] at h'
      linarith
    have e : ((a : ℂ) - x - I * g) * ((b : ℂ) - 2 * x - I * g) =
        2 * (((x : ℂ) - p) * ((x : ℂ) - q)) := by
      rw [hp, hq]
      push_cast
      ring
    have e2 : (x : ℂ) - q - (x - p) = p - q := by ring
    rw [twoPhoton, e, inv_sub_inv h1 h2, e2, one_div, mul_inv, mul_inv 2 (p - q),
      div_eq_mul_inv, mul_assoc, inv_mul_cancel_left₀ hpq]
  have h := (pole_lower (by linarith : p.im < 0) w).lincomb
    (pole_lower (by linarith : q.im < 0) w) (2 * (p - q))⁻¹
  rw [hG w, (funext hG : twoPhoton a b g = _)]
  convert h using 1
  ring
```

Applying `HasPV.im` gives the Kramers–Kronig relation for this explicit function; no general theorem about functions analytic in the upper half-plane is involved.

```lean
/-- Kramers-Kronig relation for `g > 0`: the imaginary part of the two-photon factor
reconstructs its real part. -/
theorem twoPhoton_kramersKronig (a b : ℝ) {g : ℝ} (hg : 0 < g) (w : ℝ) :
    HasPV (fun x => ((twoPhoton a b g x).im : ℂ)) w ((π * (twoPhoton a b g w).re : ℝ) : ℂ) := by
  have e : (I * π * twoPhoton a b g w).im = π * (twoPhoton a b g w).re := by
    simp [Complex.mul_im, Complex.mul_re]
  rw [← e]
  exact (twoPhoton_dispersion a b hg w).im
```

## Poles on opposite sides

Positivity comes from rewriting S as the inverse of (a − x)² + g².

```lean
/-- For `g > 0` the self-action factor has strictly positive real part and zero imaginary part. -/
theorem selfAction_pos (a : ℝ) {g : ℝ} (hg : 0 < g) (x : ℝ) :
    0 < (selfAction a g x).re ∧ (selfAction a g x).im = 0 := by
  have e : selfAction a g x = ((((a - x) ^ 2 + g ^ 2)⁻¹ : ℝ) : ℂ) := by
    rw [selfAction, one_div, Complex.ofReal_inv]
    congr 1
    push_cast
    linear_combination (-(g : ℂ) ^ 2) * Complex.I_sq
  rw [e, Complex.ofReal_re, Complex.ofReal_im]
  exact ⟨by positivity, rfl⟩
```

The transform uses `pole_lower` once and `pole_upper` once; `hsum` adds the two contributions.

```lean
/-- For `g > 0` the principal value of `S x / (x - w)`, with `S` the self-action factor, is
`π (a - w) / g` times `S w`. -/
theorem selfAction_transform (a : ℝ) {g : ℝ} (hg : 0 < g) (w : ℝ) :
    HasPV (selfAction a g) w (π * ((a : ℂ) - w) / g * selfAction a g w) := by
  obtain ⟨p, hp⟩ : ∃ p : ℂ, p = (a : ℂ) - I * g := ⟨_, rfl⟩
  obtain ⟨q, hq⟩ : ∃ q : ℂ, q = (a : ℂ) + I * g := ⟨_, rfl⟩
  have hpi : p.im = -g := by simp [hp]
  have hqi : q.im = g := by simp [hq]
  have hgc : (g : ℂ) ≠ 0 := Complex.ofReal_ne_zero.2 hg.ne'
  have hpq : p - q = -(2 * g * I) := by rw [hp, hq]; ring
  have hpq0 : p - q ≠ 0 := by
    rw [hpq]
    exact neg_ne_zero.2 (mul_ne_zero (mul_ne_zero two_ne_zero hgc) Complex.I_ne_zero)
  have h1 : ∀ x : ℝ, (x : ℂ) - p ≠ 0 := fun x h => by
    have h' := congrArg Complex.im h
    rw [Complex.sub_im, hpi, Complex.ofReal_im, Complex.zero_im] at h'
    linarith
  have h2 : ∀ x : ℝ, (x : ℂ) - q ≠ 0 := fun x h => by
    have h' := congrArg Complex.im h
    rw [Complex.sub_im, hqi, Complex.ofReal_im, Complex.zero_im] at h'
    linarith
  have hS0 : ∀ x : ℝ, selfAction a g x = (((x : ℂ) - p) * ((x : ℂ) - q))⁻¹ := fun x => by
    rw [selfAction, one_div, hp, hq]
    congr 1
    ring
  have hS : ∀ x : ℝ, selfAction a g x =
      (p - q)⁻¹ * (((x : ℂ) - p)⁻¹ - ((x : ℂ) - q)⁻¹) := fun x => by
    have e2 : (x : ℂ) - q - (x - p) = p - q := by ring
    rw [hS0, inv_sub_inv (h1 x) (h2 x), e2, div_eq_mul_inv, inv_mul_cancel_left₀ hpq0]
  -- the poles lie on opposite sides of the axis, so their contributions add
  have h := (pole_lower (by linarith : p.im < 0) w).lincomb
    (pole_upper (by linarith : 0 < q.im) w) (p - q)⁻¹
  have hsum : ((w : ℂ) - p)⁻¹ + ((w : ℂ) - q)⁻¹ = 2 * ((w : ℂ) - a) * selfAction a g w := by
    rw [hS0, inv_add_inv (h1 w) (h2 w), div_eq_mul_inv]
    congr 1
    rw [hp, hq]
    ring
  have hI : (p - q)⁻¹ * I = -(2 * (g : ℂ))⁻¹ := by
    rw [hpq, inv_neg, mul_inv (2 * (g : ℂ)) I, neg_mul, mul_assoc,
      inv_mul_cancel₀ Complex.I_ne_zero, mul_one]
  have hv : (p - q)⁻¹ * (I * π * ((w : ℂ) - p)⁻¹ - -(I * π) * ((w : ℂ) - q)⁻¹) =
      π * ((a : ℂ) - w) / g * selfAction a g w := by
    calc _ = ((p - q)⁻¹ * I) * π * (((w : ℂ) - p)⁻¹ + ((w : ℂ) - q)⁻¹) := by ring
      _ = _ := by
        rw [hI, hsum, mul_inv]
        ring
  rw [hv] at h
  rw [(funext hS : selfAction a g = _)] at *
  exact h
```

The last theorem states both that reconstruction from Im S yields 0 and that it does not yield π Re S(w). If both values were limits, `tendsto_nhds_unique` would make them equal, contradicting positivity.

```lean
/-- Failure of Kramers-Kronig for self-action, `g > 0`: reconstruction from the imaginary part
gives zero, and not `π` times the real part. -/
theorem selfAction_kramersKronig_fails (a : ℝ) {g : ℝ} (hg : 0 < g) (w : ℝ) :
    HasPV (fun x => ((selfAction a g x).im : ℂ)) w 0 ∧
    ¬ HasPV (fun x => ((selfAction a g x).im : ℂ)) w
      ((π * (selfAction a g w).re : ℝ) : ℂ) := by
  have h0 : HasPV (fun x => ((selfAction a g x).im : ℂ)) w 0 := by
    unfold HasPV
    simp [fun x => (selfAction_pos a hg x).2]
  refine ⟨h0, fun h => ?_⟩
  have e := Complex.ofReal_eq_zero.1 (tendsto_nhds_unique h.2 h0.2)
  exact (mul_pos Real.pi_pos (selfAction_pos a hg w).1).ne' e

end

end NonlinearKramersKronig
```

```lean
#print axioms NonlinearKramersKronig.twoPhoton_kramersKronig
#print axioms NonlinearKramersKronig.selfAction_transform
#print axioms NonlinearKramersKronig.selfAction_kramersKronig_fails
```

```
'NonlinearKramersKronig.twoPhoton_kramersKronig' depends on axioms: [propext, Classical.choice, Quot.sound]
'NonlinearKramersKronig.selfAction_transform' depends on axioms: [propext, Classical.choice, Quot.sound]
'NonlinearKramersKronig.selfAction_kramersKronig_fails' depends on axioms: [propext, Classical.choice, Quot.sound]
```
